# The reflection law for spherical tensors on one spin multiplet

For spin ½, let a vector operator have zero component T₀ = diag(t₋, t₊), with t_± the element at m = ±½. Then [J₊,T₀] = (t₋−t₊)J₊, and the diagonal element of [J₋,[J₊,T₀]] at m = +½ is t₊−t₋. Rank 1 makes this 2t₊, so t₋ = −t₊. At integer spin, this sign change forces the m = 0 element to vanish, whatever the coupling.

## From ladder relations to reflection

Set ħ = 1 and t_m = (T₀)_mm. For rank k, [J₊,T₀] = cT₁ and [J₋,T₁] = cT₀, with c² = k(k+1), so

[J₋,[J₊,T₀]] = k(k+1)T₀.

For k = 0, c = 0 suffices. Trace against f(J_z); cyclicity moves the commutators onto f. Using J_±f(J_z) = f(J_z∓1)J_±, J₊J₋ = a(J_z) and J₋J₊ = a(−J_z),

Σ t_m(Lf)(m) = k(k+1)Σ t_m f(m),

(Lf)(m) = a(m)[f(m)−f(m−1)] + a(−m)[f(m)−f(m+1)],

a(m) = j(j+1)−m²+m.

On x^l, the leading coefficient is l(l−1)+2l = l(l+1), from the second and central differences. Define

M(f) = Σ t_m[f(m)−(−1)^k f(−m)].

L commutes with reflection, so M(Lf) = k(k+1)M(f). If M kills lower powers, [l(l+1)−k(k+1)]M(x^l) = 0. Thus M(x^l) = 0 for l ≠ k; parity handles l = k. A polynomial equal to 1 at m and 0 at other levels gives

t_(−m) = (−1)^k t_m.

Taking f = 1, for which Lf = 0, also gives Tr T₀ = 0 for k > 0.

## Operators and tensor relations in Lean

```lean
import Mathlib

open Matrix (diagonal)
open Polynomial (X C)
open scoped Matrix Polynomial

namespace SphericalTensorReflection

noncomputable section
```

Here n = 2j.

```lean
/-- Operators on the spin-`j` space, where `n = 2j`. -/
abbrev Op (n : ℕ) := Matrix (Fin (n + 1)) (Fin (n + 1)) ℂ
```

Levels ascend from m = −j, reversing the usual order.

```lean
/-- The magnetic quantum number `m = i - j` of level `i`, where `n = 2j`. -/
def mag (n : ℕ) (i : Fin (n + 1)) : ℂ := ((i : ℕ) : ℂ) - n / 2

/-- The operator `J_z`. -/
def Jz (n : ℕ) : Op n := diagonal (mag n)

/-- The raising operator, with element `√((j + m + 1)(j - m))` from `m` to `m + 1`. -/
def Jplus (n : ℕ) : Op n := Matrix.of fun i j =>
  if (i : ℕ) = j + 1 then ((√((((j : ℕ) : ℝ) + 1) * ((n : ℝ) - (j : ℕ))) : ℝ) : ℂ) else 0

/-- The lowering operator, the transpose of the real matrix `J₊`. -/
def Jminus (n : ℕ) : Op n := (Jplus n)ᵀ

/-- The commutator `[A, B]`. -/
def comm {n : ℕ} (A B : Op n) : Op n := A * B - B * A

/-- The ladder coefficient `√(k(k+1) - qp)` between components `q` and `p = q ± 1`. -/
def ladderCoeff (k : ℕ) (q p : ℤ) : ℂ := ((√((k : ℝ) * (k + 1) - (q : ℝ) * p) : ℝ) : ℂ)
```

Only −k ≤ q ≤ k is constrained; coefficients leading outside vanish. That the components of a given physical operator, restricted to one multiplet, obey these relations for a single rank k is a hypothesis, not something derived here.

```lean
/-- The components `T q`, `-k ≤ q ≤ k`, form a spherical tensor of rank `k`. -/
structure IsSphericalTensor (n k : ℕ) (T : ℤ → Op n) : Prop where
  weight : ∀ q : ℤ, -(k : ℤ) ≤ q → q ≤ k → comm (Jz n) (T q) = (q : ℂ) • T q
  raise : ∀ q : ℤ, -(k : ℤ) ≤ q → q ≤ k →
    comm (Jplus n) (T q) = ladderCoeff k q (q + 1) • T (q + 1)
  lower : ∀ q : ℤ, -(k : ℤ) ≤ q → q ≤ k →
    comm (Jminus n) (T q) = ladderCoeff k q (q - 1) • T (q - 1)
```

## The difference operator and its moments

`ladderDiff` is L.

```lean
/-- The difference operator that `[J₊, [J₋, ·]]` induces on functions of `m`. -/
def ladderDiff (n : ℕ) (f : ℂ → ℂ) (x : ℂ) : ℂ :=
  ((n : ℂ) / 2 * (n / 2 + 1) - x ^ 2 + x) * (f x - f (x - 1)) +
    ((n : ℂ) / 2 * (n / 2 + 1) - x ^ 2 - x) * (f x - f (x + 1))

/-- `J₊J₋ = j(j+1) - m² + m` and `J₋J₊ = j(j+1) - m² - m`, both diagonal. -/
theorem ladder_products (n : ℕ) :
    Jplus n * Jminus n =
      diagonal (fun i => (n : ℂ) / 2 * (n / 2 + 1) - mag n i ^ 2 + mag n i) ∧
    Jminus n * Jplus n =
      diagonal (fun i => (n : ℂ) / 2 * (n / 2 + 1) - mag n i ^ 2 - mag n i) := by
  have sq : ∀ i j : Fin (n + 1), (i : ℕ) = j + 1 →
      Jplus n i j * Jplus n i j = (((j : ℕ) : ℂ) + 1) * ((n : ℂ) - (j : ℕ)) := by
    intro i j h
    have hj : ((j : ℕ) : ℝ) ≤ n := by exact_mod_cast Nat.le_of_lt_succ j.2
    simp only [Jplus, Matrix.of_apply, if_pos h]
    rw [← Complex.ofReal_mul, Real.mul_self_sqrt (mul_nonneg (by positivity) (by linarith))]
    simp
  have off : ∀ i j : Fin (n + 1), (i : ℕ) ≠ j + 1 → Jplus n i j = 0 := by
    intro i j h
    simp only [Jplus, Matrix.of_apply, if_neg h]
  constructor
  · ext i k
    rw [Matrix.mul_apply, Matrix.diagonal_apply]
    change ∑ j, Jplus n i j * Jplus n k j = _
    split_ifs with hik
    · subst hik
      by_cases h0 : (i : ℕ) = 0
      · rw [Finset.sum_eq_zero fun j _ => by rw [off i j (by omega), zero_mul]]
        simp only [mag, h0]
        push_cast
        ring
      · have hi := i.2
        obtain ⟨j, hj⟩ : ∃ j : Fin (n + 1), (i : ℕ) = j + 1 :=
          ⟨⟨i - 1, by omega⟩, by change (i : ℕ) = (i - 1) + 1; omega⟩
        rw [Finset.sum_eq_single j (fun b _ hb => by
          rw [off i b (fun h => hb (Fin.ext (by omega))), zero_mul]) (by simp), sq i j hj]
        simp only [mag, hj]
        push_cast
        ring
    · refine Finset.sum_eq_zero fun j _ => ?_
      by_cases h : (i : ℕ) = j + 1
      · rw [off k j (fun h' => hik (Fin.ext (by omega))), mul_zero]
      · rw [off i j h, zero_mul]
  · ext i k
    rw [Matrix.mul_apply, Matrix.diagonal_apply]
    change ∑ j, Jplus n j i * Jplus n j k = _
    split_ifs with hik
    · subst hik
      by_cases h0 : (i : ℕ) = n
      · rw [Finset.sum_eq_zero fun j _ => by
          rw [off j i (by have := j.2; omega), zero_mul]]
        simp only [mag, h0]
        ring
      · have hi := i.2
        obtain ⟨j, hj⟩ : ∃ j : Fin (n + 1), (j : ℕ) = i + 1 := ⟨⟨i + 1, by omega⟩, rfl⟩
        rw [Finset.sum_eq_single j (fun b _ hb => by
          rw [off b i (fun h => hb (Fin.ext (by omega))), zero_mul]) (by simp), sq j i hj]
        simp only [mag]
        ring
    · refine Finset.sum_eq_zero fun j _ => ?_
      by_cases h : (j : ℕ) = i + 1
      · rw [off j k (fun h' => hik (Fin.ext (by omega))), mul_zero]
      · rw [off j i h, zero_mul]

/-- Moving `J₊` or `J₋` past a function of `J_z` shifts its argument by one unit. -/
theorem ladder_shift (n : ℕ) (f : ℂ → ℂ) :
    Jplus n * diagonal (fun i => f (mag n i)) =
      diagonal (fun i => f (mag n i - 1)) * Jplus n ∧
    Jminus n * diagonal (fun i => f (mag n i)) =
      diagonal (fun i => f (mag n i + 1)) * Jminus n := by
  constructor <;> ext i j <;> rw [Matrix.mul_diagonal, Matrix.diagonal_mul]
  · by_cases h : (i : ℕ) = j + 1
    · have e : mag n i - 1 = mag n j := by
        simp only [mag, h]
        push_cast
        ring
      rw [e, mul_comm]
    · simp [Jplus, h]
  · by_cases h : (j : ℕ) = i + 1
    · have e : mag n i + 1 = mag n j := by
        simp only [mag, h]
        push_cast
        ring
      rw [e, mul_comm]
    · simp [Jminus, Jplus, h]
```

`cyc` moves the commutators; `key` evaluates them.

```lean
/-- If `[J₋, [J₊, T]] = κT`, then for every function `f` the sum over levels of `T i i` times
`ladderDiff n f` at `m` equals `κ` times the sum of `T i i` times `f` at `m`. -/
theorem moment_identity {n : ℕ} (T : Op n) (κ : ℂ)
    (h : comm (Jminus n) (comm (Jplus n) T) = κ • T) (f : ℂ → ℂ) :
    ∑ i, T i i * ladderDiff n f (mag n i) = κ * ∑ i, T i i * f (mag n i) := by
  have tr : ∀ g : Fin (n + 1) → ℂ, (T * diagonal g).trace = ∑ i, T i i * g i :=
    fun g => by simp [Matrix.trace, Matrix.mul_diagonal]
  -- cyclicity moves both commutators from `T` to the test operator
  have cyc : ∀ A B D : Op n,
      (comm A (comm B T) * D).trace = (T * comm B (comm A D)).trace := by
    intro A B D
    have t1 := Matrix.trace_mul_comm (A * B) (T * D)
    have t2 := Matrix.trace_mul_comm A (T * B * D)
    have t3 := Matrix.trace_mul_comm B (T * A * D)
    simp only [comm, mul_sub, sub_mul, Matrix.trace_sub, ← mul_assoc] at t1 t2 t3 ⊢
    linear_combination t1 - t2 - t3
  have key : ∀ P M D D1 D2 : Op n, M * D = D1 * M → P * D1 = D * P → P * D = D2 * P →
      comm P (comm M D) = (D - D2) * (P * M) - (D1 - D) * (M * P) := by
    intro P M D D1 D2 h1 h2 h3
    calc comm P (comm M D) = P * D1 * M - P * D * M - (D1 - D) * M * P := by
          simp only [comm]
          rw [h1]
          noncomm_ring
      _ = _ := by
          rw [h2, h3]
          noncomm_ring
  have b := (ladder_shift n fun x => f (x + 1)).1
  simp only [sub_add_cancel] at b
  have hD : comm (Jplus n) (comm (Jminus n) (diagonal fun i => f (mag n i))) =
      diagonal fun i => ladderDiff n f (mag n i) := by
    rw [key _ _ _ _ _ (ladder_shift n f).2 b (ladder_shift n f).1,
      (ladder_products n).1, (ladder_products n).2]
    simp only [Matrix.diagonal_mul_diagonal, Matrix.diagonal_sub]
    refine congrArg diagonal (funext fun i => ?_)
    simp only [ladderDiff]
    ring
  have e := cyc (Jminus n) (Jplus n) (diagonal fun i => f (mag n i))
  rw [h, Matrix.smul_mul, Matrix.trace_smul, hD, tr, tr, smul_eq_mul] at e
  exact e.symm
```

Induction tracks both differences.

```lean
/-- The difference operator sends `x^l` to `l(l+1) x^l` plus a polynomial of degree below `l`. -/
theorem ladderDiff_pow (n l : ℕ) : ∃ r ∈ Polynomial.degreeLT ℂ l, ∀ x : ℂ,
    ladderDiff n (fun y => y ^ l) x = (l : ℂ) * (l + 1) * x ^ l + r.eval x := by
  have mem : ∀ (l : ℕ) (p : ℂ[X]), p ∈ Polynomial.degreeLT ℂ l ↔
      ∀ i, l ≤ i → p.coeff i = 0 := fun l p =>
    Polynomial.mem_degreeLT.trans (Polynomial.degree_lt_iff_coeff_zero _ _)
  have hX : ∀ (l : ℕ) (p : ℂ[X]), p ∈ Polynomial.degreeLT ℂ l →
      X * p ∈ Polynomial.degreeLT ℂ (l + 1) := by
    intro l p hp
    rw [mem] at hp ⊢
    intro i hi
    obtain ⟨s, rfl⟩ : ∃ s, i = s + 1 := ⟨i - 1, by omega⟩
    rw [Polynomial.coeff_X_mul]
    exact hp s (by omega)
  -- second difference `u`, central difference `v`, and the remainders `a`, `b`
  have key : ∀ l : ℕ, ∃ u ∈ Polynomial.degreeLT ℂ l, ∃ v ∈ Polynomial.degreeLT ℂ (l + 1),
      ∃ a ∈ Polynomial.degreeLT ℂ l, ∃ b ∈ Polynomial.degreeLT ℂ l, ∀ x : ℂ,
      u.eval x = (x + 1) ^ l + (x - 1) ^ l - 2 * x ^ l ∧
      v.eval x = (x + 1) ^ l - (x - 1) ^ l ∧
      a.eval x = x ^ 2 * ((x + 1) ^ l + (x - 1) ^ l - 2 * x ^ l) - l * (l - 1) * x ^ l ∧
      b.eval x = x * ((x + 1) ^ l - (x - 1) ^ l) - 2 * l * x ^ l := by
    intro l
    induction l with
    | zero =>
      refine ⟨0, Submodule.zero_mem _, 0, Submodule.zero_mem _, 0, Submodule.zero_mem _,
        0, Submodule.zero_mem _, fun x => ?_⟩
      norm_num
    | succ l ih =>
      obtain ⟨u, hu, v, hv, a, ha, b, hb, e⟩ := ih
      have hp : (X ^ l : ℂ[X]) ∈ Polynomial.degreeLT ℂ (l + 1 + 1) := by
        rw [mem]
        intro i hi
        rw [Polynomial.coeff_X_pow, if_neg (by omega)]
      have hu' : u ∈ Polynomial.degreeLT ℂ (l + 1 + 1) :=
        (mem _ _).2 fun i hi => (mem _ _).1 hu i (by omega)
      refine ⟨X * u + v, Submodule.add_mem _ (hX _ _ hu) hv,
        X * v + u + (X ^ l + X ^ l), Submodule.add_mem _ (Submodule.add_mem _ (hX _ _ hv) hu')
          (Submodule.add_mem _ hp hp),
        X * a + X * b, Submodule.add_mem _ (hX _ _ ha) (hX _ _ hb),
        X * b + X * u, Submodule.add_mem _ (hX _ _ hb) (hX _ _ hu), fun x => ?_⟩
      obtain ⟨eu, ev, ea, eb⟩ := e x
      simp only [Polynomial.eval_add, Polynomial.eval_mul, Polynomial.eval_pow,
        Polynomial.eval_X]
      push_cast
      refine ⟨?_, ?_, ?_, ?_⟩
      · linear_combination x * eu + ev
      · linear_combination x * ev + eu
      · linear_combination x * ea + x * eb
      · linear_combination x * eb + x * eu
  obtain ⟨u, hu, v, -, a, ha, b, hb, e⟩ := key l
  refine ⟨a + b - ((n : ℂ) / 2 * (n / 2 + 1)) • u, Submodule.sub_mem _
    (Submodule.add_mem _ ha hb) (Submodule.smul_mem _ _ hu), fun x => ?_⟩
  obtain ⟨eu, -, ea, eb⟩ := e x
  simp only [ladderDiff, Polynomial.eval_sub, Polynomial.eval_add, Polynomial.eval_smul,
    smul_eq_mul]
  linear_combination ((n : ℂ) / 2 * (n / 2 + 1)) * eu - ea - eb
```

## Reflection and the hidden coupling

```lean
/-- The zero component of a rank-`k` tensor obeys `[J₋, [J₊, T₀]] = k(k+1) T₀`. -/
theorem double_commutator {n k : ℕ} {T : ℤ → Op n} (h : IsSphericalTensor n k T) :
    comm (Jminus n) (comm (Jplus n) (T 0)) = ((k : ℂ) * (k + 1)) • T 0 := by
  have r := h.raise 0 (by omega) (by omega)
  rw [show (0 : ℤ) + 1 = 1 by norm_num] at r
  rcases Nat.eq_zero_or_pos k with rfl | hk
  · rw [r]
    simp [comm, ladderCoeff]
  · have s := h.lower 1 (by omega) (by omega)
    rw [show (1 : ℤ) - 1 = 0 by norm_num] at s
    have c : ladderCoeff k 0 1 * ladderCoeff k 1 0 = (k : ℂ) * (k + 1) := by
      simp only [ladderCoeff, Int.cast_zero, Int.cast_one, zero_mul, mul_zero, sub_zero]
      rw [← Complex.ofReal_mul, Real.mul_self_sqrt (by positivity)]
      simp
    have lin : ∀ (z : ℂ) (A B : Op n), comm A (z • B) = z • comm A B := by
      intro z A B
      simp only [comm, Matrix.mul_smul, Matrix.smul_mul, smul_sub]
    rw [r, lin, s, smul_smul, c]
```

`hm` says m' = −m. `hpoly` is the degree induction; interpolation isolates `i`.

```lean
/-- Reflection law: for a rank-`k` spherical tensor, the diagonal elements of `T₀` at `m` and
`-m` differ by the factor `(-1)^k`. -/
theorem diagonal_reflection {n k : ℕ} {T : ℤ → Op n} (h : IsSphericalTensor n k T)
    {i i' : Fin (n + 1)} (hm : mag n i' = -mag n i) :
    T 0 i' i' = (-1) ^ k * T 0 i i := by
  have mem : ∀ (l : ℕ) (p : ℂ[X]), p ∈ Polynomial.degreeLT ℂ l ↔
      ∀ i, l ≤ i → p.coeff i = 0 := fun l p =>
    Polynomial.mem_degreeLT.trans (Polynomial.degree_lt_iff_coeff_zero _ _)
  have hs : (-1 : ℂ) ^ k * (-1) ^ k = 1 := by
    rw [← mul_pow]
    norm_num
  have inj : Function.Injective (mag n) := by
    intro a b hab
    simp only [mag] at hab
    have e : ((a : ℕ) : ℂ) = (b : ℕ) := by linear_combination hab
    exact Fin.ext (by exact_mod_cast e)
  have neg : ∀ s : Fin (n + 1), -mag n s = mag n (Fin.rev s) := by
    intro s
    have e : (Fin.rev s : ℕ) + (s : ℕ) = n := by
      have := s.2
      rw [Fin.val_rev]
      omega
    have e' : ((Fin.rev s : ℕ) : ℂ) + (s : ℕ) = n := by exact_mod_cast e
    simp only [mag]
    linear_combination -e'
  have hi : i' = Fin.rev i := inj (hm.trans (neg i))
  -- `M` tests the part of the diagonal that has the wrong parity
  obtain ⟨M, hM⟩ : ∃ M : (ℂ → ℂ) → ℂ, ∀ f, M f =
      ∑ s, T 0 s s * (f (mag n s) - (-1) ^ k * f (-mag n s)) := ⟨_, fun _ => rfl⟩
  have hadd : ∀ (a : ℂ) (f g : ℂ → ℂ), M (fun x => a * f x + g x) = a * M f + M g := by
    intro a f g
    simp only [hM, Finset.mul_sum, ← Finset.sum_add_distrib]
    exact Finset.sum_congr rfl fun s _ => by ring
  have hL : ∀ f, M (ladderDiff n f) = (k : ℂ) * (k + 1) * M f := by
    intro f
    have e : ∀ x, ladderDiff n f x - (-1) ^ k * ladderDiff n f (-x) =
        ladderDiff n (fun y => f y - (-1) ^ k * f (-y)) x := by
      intro x
      simp only [ladderDiff]
      rw [show -(x + 1) = -x - 1 by ring, show -(x - 1) = -x + 1 by ring]
      ring
    rw [hM, hM]
    simp only [e]
    exact moment_identity (T 0) _ (double_commutator h) _
  -- induction on the degree: `M` vanishes on all polynomials
  have hpoly : ∀ l : ℕ, ∀ p ∈ Polynomial.degreeLT ℂ l, M (fun x => p.eval x) = 0 := by
    intro l
    induction l with
    | zero =>
      intro p hp
      have p0 : p = 0 := Polynomial.ext fun i => by
        simpa using (mem _ _).1 hp i (Nat.zero_le i)
      rw [hM]
      simp [p0]
    | succ l ih =>
      intro p hp
      have hX : M (fun x => x ^ l) = 0 := by
        by_cases hkl : l = k
        · rw [hkl, hM]
          refine Finset.sum_eq_zero fun s _ => ?_
          rw [neg_pow (mag n s)]
          linear_combination (-(T 0 s s * mag n s ^ k)) * hs
        · obtain ⟨r, hr, hrx⟩ := ladderDiff_pow n l
          have h1 := hL (fun x => x ^ l)
          have h3 : M (fun x => (l : ℂ) * (l + 1) * x ^ l + r.eval x) =
              (l : ℂ) * (l + 1) * M (fun x => x ^ l) + M (fun x => r.eval x) :=
            hadd _ (fun x => x ^ l) (fun x => r.eval x)
          rw [funext hrx, h3, ih r hr] at h1
          have a : (l : ℂ) - k ≠ 0 := sub_ne_zero.2 (by exact_mod_cast hkl)
          have b : (l : ℂ) + k + 1 ≠ 0 := by exact_mod_cast Nat.succ_ne_zero (l + k)
          have c : (((l : ℂ) - k) * (l + k + 1)) * M (fun x => x ^ l) = 0 := by
            linear_combination h1
          exact (mul_eq_zero.1 c).resolve_left (mul_ne_zero a b)
      have hq : p - C (p.coeff l) * X ^ l ∈ Polynomial.degreeLT ℂ l := by
        rw [mem]
        intro i hi
        rw [Polynomial.coeff_sub, Polynomial.coeff_C_mul, Polynomial.coeff_X_pow]
        by_cases e : i = l
        · simp [e]
        · rw [if_neg e, (mem _ _).1 hp i (by omega)]
          simp
      have e : (fun x => p.eval x) = fun x =>
          p.coeff l * x ^ l + (p - C (p.coeff l) * X ^ l).eval x := by
        funext x
        simp only [Polynomial.eval_sub, Polynomial.eval_mul, Polynomial.eval_C,
          Polynomial.eval_pow, Polynomial.eval_X]
        ring
      have h4 : M (fun x => p.coeff l * x ^ l + (p - C (p.coeff l) * X ^ l).eval x) =
          p.coeff l * M (fun x => x ^ l) +
            M (fun x => (p - C (p.coeff l) * X ^ l).eval x) :=
        hadd _ (fun x => x ^ l) (fun x => (p - C (p.coeff l) * X ^ l).eval x)
      rw [e, h4, hX, ih _ hq, mul_zero, add_zero]
  -- interpolation isolates the single level `i`
  obtain ⟨p, hp⟩ : ∃ p : ℂ[X], ∀ s, p.eval (mag n s) = if s = i then 1 else 0 :=
    ⟨Lagrange.interpolate Finset.univ (mag n) (fun s => if s = i then 1 else 0),
      fun s => Lagrange.eval_interpolate_at_node _ inj.injOn (Finset.mem_univ s)⟩
  have h0 := hpoly (p.natDegree + 1) p ((mem _ _).2 fun s hs' =>
    Polynomial.coeff_eq_zero_of_natDegree_lt (by omega))
  have hrev : ∀ s, Fin.rev s = i ↔ s = Fin.rev i := fun s =>
    ⟨fun e => by rw [← e, Fin.rev_rev], fun e => by rw [e, Fin.rev_rev]⟩
  rw [hM] at h0
  simp only [neg, hp, hrev, mul_sub, Finset.sum_sub_distrib, mul_ite, mul_one, mul_zero,
    Finset.sum_ite_eq', Finset.mem_univ, if_true] at h0
  rw [hi]
  linear_combination (-((-1 : ℂ) ^ k)) * h0 - T 0 (Fin.rev i) (Fin.rev i) * hs
```

For odd k, setting m' = m = 0 gives t₀ = −t₀.

```lean
/-- For a spherical tensor of odd rank the diagonal element of `T₀` at `m = 0` vanishes. -/
theorem odd_rank_vanishes {n k : ℕ} {T : ℤ → Op n} (h : IsSphericalTensor n k T)
    (hk : Odd k) {i : Fin (n + 1)} (hi : mag n i = 0) : T 0 i i = 0 := by
  have e := diagonal_reflection h (i := i) (i' := i) (by rw [hi, neg_zero])
  rw [hk.neg_one_pow] at e
  linear_combination e / 2
```

This is √2g times the textbook spherical components of J.

```lean
/-- The spherical components of `√2 g J`, the angular momentum with coupling `g`. -/
def vectorOperator (n : ℕ) (g : ℂ) (q : ℤ) : Op n :=
  if q = 1 then (-g) • Jplus n else if q = 0 then (((√2 : ℝ) : ℂ) * g) • Jz n
  else if q = -1 then g • Jminus n else 0
```

The angular momentum algebra verifies each relation.

```lean
/-- The angular momentum with any coupling `g` is a spherical tensor of rank one. -/
theorem vectorOperator_witness (n : ℕ) (g : ℂ) :
    IsSphericalTensor n 1 (vectorOperator n g) := by
  have t1 : vectorOperator n g 1 = (-g) • Jplus n := by simp [vectorOperator]
  have t0 : vectorOperator n g 0 = (((√2 : ℝ) : ℂ) * g) • Jz n := by simp [vectorOperator]
  have tm : vectorOperator n g (-1) = g • Jminus n := by simp [vectorOperator]
  have c0 : ∀ q p : ℤ, q * p = 0 → ladderCoeff 1 q p = ((√2 : ℝ) : ℂ) := by
    intro q p h
    have e : (q : ℝ) * p = 0 := by exact_mod_cast h
    simp only [ladderCoeff, e]
    norm_num
  have c2 : ∀ q p : ℤ, q * p = 2 → ladderCoeff 1 q p = 0 := by
    intro q p h
    have e : (q : ℝ) * p = 2 := by exact_mod_cast h
    simp only [ladderCoeff, e]
    norm_num
  have hw : ((√2 : ℝ) : ℂ) * ((√2 : ℝ) : ℂ) = 2 := by
    rw [← Complex.ofReal_mul, Real.mul_self_sqrt (by norm_num)]
    norm_num
  generalize ((√2 : ℝ) : ℂ) = w at t0 c0 hw
  -- the angular momentum algebra
  have zp : Jz n * Jplus n - Jplus n * Jz n = Jplus n := by
    have e : diagonal (fun i => mag n i - 1) = Jz n - 1 := by
      rw [Jz, ← Matrix.diagonal_one, Matrix.diagonal_sub]
    have s : Jplus n * Jz n = diagonal (fun i => mag n i - 1) * Jplus n :=
      (ladder_shift n fun x => x).1
    rw [s, e]
    noncomm_ring
  have zm : Jz n * Jminus n - Jminus n * Jz n = -Jminus n := by
    have e : diagonal (fun i => mag n i + 1) = Jz n + 1 := by
      rw [Jz, ← Matrix.diagonal_one, Matrix.diagonal_add]
    have s : Jminus n * Jz n = diagonal (fun i => mag n i + 1) * Jminus n :=
      (ladder_shift n fun x => x).2
    rw [s, e]
    noncomm_ring
  have pm : Jplus n * Jminus n - Jminus n * Jplus n = (2 : ℂ) • Jz n := by
    rw [(ladder_products n).1, (ladder_products n).2, Matrix.diagonal_sub, Jz,
      ← Matrix.diagonal_smul]
    refine congrArg diagonal (funext fun i => ?_)
    simp only [Pi.smul_apply, smul_eq_mul]
    ring
  have hz : w • ((w * g) • Jz n) = g • ((2 : ℂ) • Jz n) := by
    rw [smul_smul, smul_smul, ← mul_assoc, hw, mul_comm]
  constructor <;> intro q h1 h2 <;>
    obtain rfl | rfl | rfl : q = -1 ∨ q = 0 ∨ q = 1 := by omega
  · rw [tm]
    simp only [comm, Matrix.mul_smul, Matrix.smul_mul, Int.cast_neg, Int.cast_one]
    linear_combination (norm := module) g • zm
  · rw [t0]
    simp only [comm, Matrix.mul_smul, Matrix.smul_mul, Int.cast_zero]
    module
  · rw [t1]
    simp only [comm, Matrix.mul_smul, Matrix.smul_mul, Int.cast_one]
    linear_combination (norm := module) (-g) • zp
  · rw [show (-1 : ℤ) + 1 = 0 by norm_num, c0 _ _ (by norm_num), tm, t0]
    simp only [comm, Matrix.mul_smul, Matrix.smul_mul]
    linear_combination (norm := module) g • pm - hz
  · rw [show (0 : ℤ) + 1 = 1 by norm_num, c0 _ _ (by norm_num), t0, t1]
    simp only [comm, Matrix.mul_smul, Matrix.smul_mul]
    linear_combination (norm := module) (-(w * g)) • zp
  · rw [c2 _ _ (by norm_num), t1, zero_smul]
    simp only [comm, Matrix.mul_smul, Matrix.smul_mul, sub_self]
  · rw [c2 _ _ (by norm_num), tm, zero_smul]
    simp only [comm, Matrix.mul_smul, Matrix.smul_mul, sub_self]
  · rw [show (0 : ℤ) - 1 = -1 by norm_num, c0 _ _ (by norm_num), t0, tm]
    simp only [comm, Matrix.mul_smul, Matrix.smul_mul]
    linear_combination (norm := module) (-(w * g)) • zm
  · rw [show (1 : ℤ) - 1 = 0 by norm_num, c0 _ _ (by norm_num), t1, t0]
    simp only [comm, Matrix.mul_smul, Matrix.smul_mul]
    linear_combination (norm := module) g • pm - hz
```

For j = 1, g = 1 and g = 3 give diagonals √2(−1,0,1) and 3√2(−1,0,1): the middle entries agree. So in electronic-structure work, a magnetic coupling gJ within one multiplet cannot be recovered from its m = 0 diagonal element.

```lean
/-- For `j > 0` with a level `m = 0`, the `m = 0` element of the vector operator is zero for
every coupling `g`, although different couplings give different operators `T₀`. -/
theorem coupling_invisible {n : ℕ} (hn : 0 < n) {i : Fin (n + 1)} (hi : mag n i = 0) :
    (∀ g, vectorOperator n g 0 i i = 0) ∧
      Function.Injective (fun g => vectorOperator n g 0) := by
  refine ⟨fun g => odd_rank_vanishes (vectorOperator_witness n g) odd_one hi, ?_⟩
  intro g g' h
  have e := congrFun (congrFun h 0) 0
  simpa [vectorOperator, Jz, mag, hn.ne'] using e

end

end SphericalTensorReflection
```

```lean
#print axioms SphericalTensorReflection.diagonal_reflection
#print axioms SphericalTensorReflection.coupling_invisible
```

```
'SphericalTensorReflection.diagonal_reflection' depends on axioms: [propext, Classical.choice, Quot.sound]
'SphericalTensorReflection.coupling_invisible' depends on axioms: [propext, Classical.choice, Quot.sound]
```
